# Bounded kernels preserve the high-frequency f-sum tail of a Dyson response

Let $X(w)$ and $K(w)$ be complex square matrices of one finite size, depending on a real frequency $w$. Suppose that, as $w\to\infty$,

$$w^2X(w)\to M,\qquad \frac{K(w)}{w^2}\to L,\qquad 1-ML\ \text{invertible}.$$

Then $w^2(1-XK)^{-1}X\to(1-ML)^{-1}M$, and this limit equals $M$ exactly when $MLM=0$. A kernel with bounded entries has $L=0$ and so leaves the tail $M$ as it was. A kernel that grows like $w^2$ may change it.

## Response, kernel and the coefficient of $1/w^2$

In linear-response theory the density response $\chi$ of an interacting system is often obtained from a simpler reference response $X$ through the Dyson equation

$$\chi = X + XK\chi .$$

If $X$ is the Kohn–Sham response, $K$ is the Coulomb interaction plus the exchange-correlation kernel. For the uniform electron gas at fixed wavevector $q\neq0$ all three are numbers, and $K=v(1-G)$ with $v$ the Coulomb interaction and $G$ the local-field factor. In a crystal or a spin-resolved gas they are matrices, indexed by reciprocal-lattice vectors or by spin.

At high frequency the electrons respond as if free, and $\chi$ falls off as $1/w^2$. In the electron gas the coefficient is $nq^2/m_e$, with $n$ the density and $m_e$ the electron mass. The f-sum rule is usually written as an integral over frequency of $w$ times the absorptive part of $\chi(w)$. For a causal response with suitable decay, the Kramers–Kronig relations turn that integral into the coefficient of $1/w^2$. The theorems below concern this coefficient only. They contain no spectral integral, and $M$ is a given matrix that is not computed from a density.

For linear-response calculations with finite matrices at fixed wavevector, the result says that a frequency-independent kernel cannot spoil the tail, while a frequency-dependent model of the local-field factor should have its growth at large $w$ checked.

## The limit and the criterion

**Solving the Dyson equation.** The equation is the same as $(1-XK)\chi=X$. If $1-XK$ is invertible, its only solution is $\chi=(1-XK)^{-1}X$.

**Cancelling the powers of $w$.** For $w\neq0$,

$$XK=(w^2X)\left(\frac{K}{w^2}\right)\to ML,\qquad\text{so}\qquad 1-XK\to 1-ML .$$

**Inverting at high frequency.** The determinant is a polynomial in the entries, so $\det(1-XK)\to\det(1-ML)\neq0$. Hence $1-XK$ is invertible for all large enough $w$. Since $A^{-1}=\operatorname{adj}(A)/\det A$ and the adjugate $\operatorname{adj}(A)$ is also polynomial in the entries, $(1-XK)^{-1}\to(1-ML)^{-1}$. Therefore

$$w^2(1-XK)^{-1}X=(1-XK)^{-1}(w^2X)\to(1-ML)^{-1}M .$$

**Comparing with $M$.** Multiplying by $1-ML$ from the left gives

$$(1-ML)^{-1}M=M\iff M=(1-ML)M\iff MLM=0 .$$

Any $\chi$ that solves the Dyson equation at high frequency agrees there with $(1-XK)^{-1}X$. It has the same limit, and limits are unique, so $w^2\chi\to M$ if and only if $MLM=0$.

**Two special cases.** If $M$ is invertible, it can be cancelled on both sides of $MLM=0$, which leaves $L=0$. If $|K_{ij}(w)|\le C$ at high frequency, then $|K_{ij}(w)/w^2|\le C/w^2\to0$. So $L=0$, the matrix $1-ML=1$ is invertible, and the tail is preserved.

## Two kernels that grow like $w^2$

Take real numbers $m,l$ with $ml\neq1$, and set $X=(m/w^2)\,1$ and $K=lw^2\,1$. Then $XK=ml\,1$, and for every $w\neq0$

$$w^2\chi=\frac{m}{1-ml}\,1 .$$

The tail coefficient is multiplied by $1/(1-ml)$.

Now take two components and

$$X=\frac1{w^2}\begin{pmatrix}1&0\\0&0\end{pmatrix},\qquad K=w^2\begin{pmatrix}0&0\\0&1\end{pmatrix}.$$

Here $XK=0$ and $\chi=X$, although $L\neq0$. One may picture a fully spin-polarised gas, with a kernel that acts only in the empty spin channel.

## $MLM=0$ is weaker than $ML=0$

Since $1-XK\to1-ML$, one is easily led to say that the tail survives only if this factor tends to $1$, that is, only if $ML=0$. That can be wrong when $M$ is singular. Let

$$M=\begin{pmatrix}1&0\\0&0\end{pmatrix},\quad L=\begin{pmatrix}0&1\\1&0\end{pmatrix},\quad ML=\begin{pmatrix}0&1\\0&0\end{pmatrix},\quad MLM=0 .$$

The factor $1-ML$ differs from $1$, yet $(1-ML)^{-1}M=M$. The factor acts on $M$, so only its effect on the columns of $M$ counts.

## The statements in Lean

- `Matrix n n ℂ` is a square complex matrix with a finite index set `n`. The functions `X K χ : ℝ → Matrix n n ℂ` depend on a real frequency, and `atTop` means $w\to+\infty$.
- `response X K` is $(1-XK)^{-1}X$. Lean assigns the value zero to the inverse of a singular matrix, so this expression has its physical meaning only where $1-XK$ is invertible.
- `hX` and `hK` are the two limits that define $M$ and $L$. The first is the physical assumption that the reference response has a $1/w^2$ tail. The second restricts the kernel to at most quadratic growth with a definite coefficient.
- `hU : IsUnit (1 - M * L)` says that the factor $1-XK$ does not become singular in the limit of infinite frequency.
- `hχ` requires the Dyson equation only for all sufficiently large $w$, which is the meaning of `∀ᶠ w in atTop`.

The limit formula can fail without `hU`. For numbers, take $X=m/w^2$ and $K=(w^2-1)/m$ with $m\neq0$, so that $ML=1$. Then $1-XK=1/w^2$, and $w^2\chi=mw^2$ diverges. The equivalence by itself would survive: if $w^2\chi\to M$, the limit of the Dyson equation gives $M=M+MLM$, and if $MLM=0$, then $(ML)^2=0$ and $1-ML$ has the inverse $1+ML$.

In `fsum_of_bounded_kernel` the limit `hK` is replaced by one bound `C` on all entries at high frequency, and `hU` is not assumed. Causality, symmetry and positivity appear nowhere. Infinite matrices and the limit $q\to0$, where the Coulomb interaction diverges, lie beyond these statements.

## The complete file

```lean
import Mathlib

open Filter Topology

namespace KernelFSumRule

variable {n : Type*} [Fintype n] [DecidableEq n]

/-- The response `(1 - X K)⁻¹ X` built from a reference response `X` and a kernel `K`; it solves the
Dyson equation when `1 - X K` is invertible, and Lean gives it the value zero otherwise. -/
noncomputable def response (X K : Matrix n n ℂ) : Matrix n n ℂ :=
  (1 - X * K)⁻¹ * X

/-- If `1 - X K` is invertible, the Dyson equation `χ = X + X K χ` has exactly one solution,
the response `(1 - X K)⁻¹ X`. -/
theorem dyson_iff {X K χ : Matrix n n ℂ} (h : IsUnit (1 - X * K)) :
    χ = X + X * K * χ ↔ χ = response X K := by
  have hd := (Matrix.isUnit_iff_isUnit_det _).mp h
  constructor
  · intro hχ
    have e : (1 - X * K) * χ = X := by
      rw [sub_mul, one_mul]
      exact sub_eq_of_eq_add hχ
    calc χ = (1 - X * K)⁻¹ * ((1 - X * K) * χ) := by
          rw [← mul_assoc, Matrix.nonsing_inv_mul _ hd, one_mul]
      _ = response X K := by rw [e, response]
  · intro hχ
    have e : (1 - X * K) * χ = X := by
      rw [hχ, response, ← mul_assoc, Matrix.mul_nonsing_inv _ hd, one_mul]
    rw [sub_mul, one_mul] at e
    exact sub_eq_iff_eq_add.mp e

variable {X K χ : ℝ → Matrix n n ℂ} {M L : Matrix n n ℂ}

/-- If `w² X(w)` tends to `M` and `K(w)/w²` tends to `L` at high frequency, then
`1 - X(w) K(w)` tends to `1 - M L`. -/
theorem tendsto_screening
    (hX : Tendsto (fun w : ℝ => w ^ 2 • X w) atTop (𝓝 M))
    (hK : Tendsto (fun w : ℝ => (w ^ 2)⁻¹ • K w) atTop (𝓝 L)) :
    Tendsto (fun w => 1 - X w * K w) atTop (𝓝 (1 - M * L)) := by
  have h : Tendsto (fun w : ℝ => 1 - (w ^ 2 • X w) * ((w ^ 2)⁻¹ • K w)) atTop
      (𝓝 (1 - M * L)) := tendsto_const_nhds.sub (hX.mul hK)
  refine h.congr' ?_
  -- the powers of the frequency cancel in the product
  filter_upwards [eventually_ne_atTop (0 : ℝ)] with w hw
  rw [smul_mul_smul_comm, mul_inv_cancel₀ (pow_ne_zero 2 hw), one_smul]

/-- If `w² X(w)` tends to `M`, `K(w)/w²` tends to `L` and `1 - M L` is invertible, then
`1 - X(w) K(w)` is invertible at all sufficiently high frequencies. -/
theorem eventually_isUnit
    (hX : Tendsto (fun w : ℝ => w ^ 2 • X w) atTop (𝓝 M))
    (hK : Tendsto (fun w : ℝ => (w ^ 2)⁻¹ • K w) atTop (𝓝 L))
    (hU : IsUnit (1 - M * L)) :
    ∀ᶠ w in atTop, IsUnit (1 - X w * K w) := by
  have hd : (1 - M * L).det ≠ 0 := ((Matrix.isUnit_iff_isUnit_det _).mp hU).ne_zero
  have hdet : Tendsto (fun w => (1 - X w * K w).det) atTop (𝓝 (1 - M * L).det) :=
    ((continuous_id.matrix_det).tendsto _).comp (tendsto_screening hX hK)
  filter_upwards [hdet.eventually_ne hd] with w hw
  exact (Matrix.isUnit_iff_isUnit_det _).mpr (isUnit_iff_ne_zero.mpr hw)

/-- High-frequency tail of the response: if `w² X(w)` tends to `M`, `K(w)/w²` tends to `L` and
`1 - M L` is invertible, then `w² (1 - X K)⁻¹ X` tends to `(1 - M L)⁻¹ M`. -/
theorem tendsto_response
    (hX : Tendsto (fun w : ℝ => w ^ 2 • X w) atTop (𝓝 M))
    (hK : Tendsto (fun w : ℝ => (w ^ 2)⁻¹ • K w) atTop (𝓝 L))
    (hU : IsUnit (1 - M * L)) :
    Tendsto (fun w : ℝ => w ^ 2 • response (X w) (K w)) atTop
      (𝓝 ((1 - M * L)⁻¹ * M)) := by
  have hS := tendsto_screening hX hK
  have hd : (1 - M * L).det ≠ 0 := ((Matrix.isUnit_iff_isUnit_det _).mp hU).ne_zero
  have hdet : Tendsto (fun w => (1 - X w * K w).det) atTop (𝓝 (1 - M * L).det) :=
    ((continuous_id.matrix_det).tendsto _).comp hS
  have hadj : Tendsto (fun w => (1 - X w * K w).adjugate) atTop
      (𝓝 (1 - M * L).adjugate) :=
    ((continuous_id.matrix_adjugate).tendsto _).comp hS
  -- the inverse is the adjugate divided by the determinant, hence continuous here
  have hinv : Tendsto (fun w => (1 - X w * K w)⁻¹) atTop (𝓝 (1 - M * L)⁻¹) := by
    simp only [Matrix.inv_def, Ring.inverse_eq_inv']
    exact (hdet.inv₀ hd).smul hadj
  refine (hinv.mul hX).congr fun w => ?_
  rw [response, mul_smul_comm]

/-- For invertible `1 - M L`, the tail `(1 - M L)⁻¹ M` equals the reference tail `M` exactly
when `M L M = 0`. -/
theorem tail_eq_iff (hU : IsUnit (1 - M * L)) :
    (1 - M * L)⁻¹ * M = M ↔ M * L * M = 0 := by
  -- the tail is the Dyson solution built from `M` and `L`
  have h := dyson_iff (χ := M) hU
  constructor
  · intro e
    have h' := h.mpr e.symm
    exact add_left_cancel (h'.symm.trans (add_zero M).symm)
  · intro e
    exact (h.mp (by rw [e, add_zero])).symm

/-- Let `w² X(w)` tend to `M` and `K(w)/w²` to `L`, with `1 - M L` invertible, and let `χ` solve
the Dyson equation at high frequency. Then `w² χ(w)` tends to `M` exactly when `M L M = 0`. -/
theorem fsum_preserved_iff
    (hX : Tendsto (fun w : ℝ => w ^ 2 • X w) atTop (𝓝 M))
    (hK : Tendsto (fun w : ℝ => (w ^ 2)⁻¹ • K w) atTop (𝓝 L))
    (hU : IsUnit (1 - M * L))
    (hχ : ∀ᶠ w in atTop, χ w = X w + X w * K w * χ w) :
    Tendsto (fun w : ℝ => w ^ 2 • χ w) atTop (𝓝 M) ↔ M * L * M = 0 := by
  have hlim : Tendsto (fun w : ℝ => w ^ 2 • χ w) atTop (𝓝 ((1 - M * L)⁻¹ * M)) := by
    refine (tendsto_response hX hK hU).congr' ?_
    filter_upwards [eventually_isUnit hX hK hU, hχ] with w hu hw
    rw [← (dyson_iff hu).mp hw]
  rw [← tail_eq_iff hU]
  constructor
  · intro h
    exact tendsto_nhds_unique hlim h
  · intro h
    rwa [h] at hlim

/-- Let `w² X(w)` tend to `M` and `K(w)/w²` to `L`, with `M` and `1 - M L` invertible, and let `χ`
solve the Dyson equation at high frequency. Then `w² χ(w)` tends to `M` exactly when `L = 0`. -/
theorem fsum_preserved_iff_of_isUnit
    (hX : Tendsto (fun w : ℝ => w ^ 2 • X w) atTop (𝓝 M))
    (hK : Tendsto (fun w : ℝ => (w ^ 2)⁻¹ • K w) atTop (𝓝 L))
    (hU : IsUnit (1 - M * L)) (hM : IsUnit M)
    (hχ : ∀ᶠ w in atTop, χ w = X w + X w * K w * χ w) :
    Tendsto (fun w : ℝ => w ^ 2 • χ w) atTop (𝓝 M) ↔ L = 0 := by
  rw [fsum_preserved_iff hX hK hU hχ, hM.mul_left_eq_zero, hM.mul_right_eq_zero]

/-- If `w² X(w)` tends to `M` and the entries of the kernel stay bounded at high frequency, then
`w² χ(w)` tends to the same `M` for every `χ` that solves the Dyson equation there. -/
theorem fsum_of_bounded_kernel {C : ℝ}
    (hX : Tendsto (fun w : ℝ => w ^ 2 • X w) atTop (𝓝 M))
    (hK : ∀ᶠ w in atTop, ∀ i j, ‖K w i j‖ ≤ C)
    (hχ : ∀ᶠ w in atTop, χ w = X w + X w * K w * χ w) :
    Tendsto (fun w : ℝ => w ^ 2 • χ w) atTop (𝓝 M) := by
  have h2 : Tendsto (fun w : ℝ => (w ^ 2)⁻¹) atTop (𝓝 0) :=
    tendsto_inv_atTop_zero.comp (tendsto_pow_atTop two_ne_zero)
  have hb : Tendsto (fun w : ℝ => (w ^ 2)⁻¹ * C) atTop (𝓝 0) := by
    simpa only [zero_mul] using h2.mul_const C
  -- a bounded kernel has growth coefficient zero
  have h0 : Tendsto (fun w : ℝ => (w ^ 2)⁻¹ • K w) atTop (𝓝 0) := by
    refine tendsto_pi_nhds.mpr fun i => tendsto_pi_nhds.mpr fun j => ?_
    show Tendsto (fun w : ℝ => ((w ^ 2)⁻¹ • K w) i j) atTop (𝓝 (0 : ℂ))
    refine squeeze_zero_norm' ?_ hb
    filter_upwards [hK] with w hw
    rw [Matrix.smul_apply, norm_smul, Real.norm_of_nonneg (by positivity)]
    exact mul_le_mul_of_nonneg_left (hw i j) (by positivity)
  exact (fsum_preserved_iff hX h0 (by simp) hχ).mpr (by simp)

/-- Let the reference response be `m/w²` times the identity matrix and the kernel `l w²` times the
identity matrix, with `m`, `l`, `w` real, `w ≠ 0` and `m l ≠ 1`. Then `w²` times the response,
multiplied by `1 - m l`, equals `m` times the identity matrix. -/
theorem quadratic_kernel_tail {m l w : ℝ} (hw : w ≠ 0) (hml : m * l ≠ 1) :
    (1 - m * l) • (w ^ 2 • response ((m / w ^ 2) • (1 : Matrix n n ℂ)) ((l * w ^ 2) • 1))
      = m • (1 : Matrix n n ℂ) := by
  have h1 : 1 - m * l ≠ 0 := sub_ne_zero.mpr hml.symm
  have e : m / w ^ 2 * (l * w ^ 2) = m * l := by field_simp
  have hS : 1 - ((m / w ^ 2) • (1 : Matrix n n ℂ)) * ((l * w ^ 2) • 1)
      = (1 - m * l) • (1 : Matrix n n ℂ) := by
    rw [smul_mul_smul_comm, e, one_mul, sub_smul, one_smul]
  have hinv : ((1 - m * l) • (1 : Matrix n n ℂ))⁻¹ = (1 - m * l)⁻¹ • 1 :=
    Matrix.inv_eq_right_inv (by
      rw [smul_mul_smul_comm, mul_inv_cancel₀ h1, one_mul, one_smul])
  have hs : (1 - m * l) * w ^ 2 * ((1 - m * l)⁻¹ * (m / w ^ 2)) = m := by
    field_simp
  rw [response, hS, hinv, smul_mul_smul_comm, one_mul, smul_smul, smul_smul, hs]

/-- A kernel growing as `w²` in the second of two components leaves a reference response that
lives in the first component unchanged. -/
theorem quadratic_kernel_harmless (w : ℝ) :
    response ((w ^ 2)⁻¹ • (!![1, 0; 0, 0] : Matrix (Fin 2) (Fin 2) ℂ))
      (w ^ 2 • !![0, 0; 0, 1]) = (w ^ 2)⁻¹ • !![1, 0; 0, 0] := by
  have h : (!![1, 0; 0, 0] : Matrix (Fin 2) (Fin 2) ℂ) * !![0, 0; 0, 1] = 0 := by
    ext i j
    fin_cases i <;> fin_cases j <;> simp [Matrix.mul_apply, Fin.sum_univ_succ]
  have h1 : (1 : Matrix (Fin 2) (Fin 2) ℂ)⁻¹ = 1 := Matrix.inv_eq_right_inv (one_mul 1)
  rw [response, smul_mul_smul_comm, h, smul_zero, sub_zero, h1, one_mul]

end KernelFSumRule
```

```lean
#print axioms KernelFSumRule.fsum_preserved_iff_of_isUnit
#print axioms KernelFSumRule.fsum_of_bounded_kernel
#print axioms KernelFSumRule.quadratic_kernel_tail
#print axioms KernelFSumRule.quadratic_kernel_harmless
```

```
'KernelFSumRule.fsum_preserved_iff_of_isUnit' depends on axioms: [propext, Classical.choice, Quot.sound]
'KernelFSumRule.fsum_of_bounded_kernel' depends on axioms: [propext, Classical.choice, Quot.sound]
'KernelFSumRule.quadratic_kernel_tail' depends on axioms: [propext, Classical.choice, Quot.sound]
'KernelFSumRule.quadratic_kernel_harmless' depends on axioms: [propext, Classical.choice, Quot.sound]
```

## From the lemmas to the criterion

`dyson_iff` solves the Dyson equation in both directions: it rewrites the equation as $(1-XK)\chi=X$ and multiplies by the inverse.

`tendsto_screening` first takes the limit of $1-(w^2X)(w^{-2}K)$, which follows from `hX.mul hK`. The step `h.congr'` then replaces this function by $1-XK$. The two agree whenever $w\neq0$, and `eventually_ne_atTop` supplies that condition at large $w$.

`eventually_isUnit` carries the limit over to determinants. A quantity with a nonzero limit is eventually nonzero, and a matrix with nonzero determinant is invertible. `tendsto_response` proves convergence of the inverse and multiplies it by `hX`.

`tail_eq_iff` takes a small shortcut compared with the derivation above. It applies `dyson_iff` to the constant matrices $M$ and $L$, with $M$ itself as the candidate solution. The Dyson equation then reads $M=M+MLM$, and cancelling $M$ leaves the criterion.

`fsum_preserved_iff` joins these results. On the frequencies where $1-XK$ is invertible and `hχ` holds, $\chi$ is replaced by the response, so $w^2\chi$ has the known limit. `tendsto_nhds_unique` then gives one direction of the equivalence, and substituting the equality of the two matrices gives the other. `fsum_preserved_iff_of_isUnit` cancels the invertible $M$ on each side.

In `fsum_of_bounded_kernel`, `tendsto_pi_nhds` reduces the matrix limit to its entries, and `squeeze_zero_norm'` bounds each entry by $C/w^2$. The criterion is then applied with $L=0$. The last two theorems compute the examples. The scalar one is stated with the factor $1-ml$ multiplied across, so that its right-hand side is simply $m\,1$.

## Continuity of the inverse through the adjugate

The analytic core is the statement `hinv` inside `tendsto_response`: the inverses converge to the inverse of the limit. Mathlib gives matrices the topology of entrywise convergence but does not fix a norm on them by default. The file therefore uses the algebraic formula for the inverse and needs no matrix norm.

`Matrix.inv_def` expresses the inverse as the inverted determinant times the adjugate. That scalar inverse is written for a general ring, and `Ring.inverse_eq_inv'` turns it into the ordinary reciprocal of a complex number. The goal is then a limit of a scalar times a matrix, and one line closes it:

`exact (hdet.inv₀ hd).smul hadj`

Here `hdet` and `hadj` are the limits of the determinant and the adjugate, both continuous functions of the matrix. The term `hd` says that the limiting determinant is nonzero, which is what `inv₀` needs in order to pass to reciprocals. This is where the invertibility of $1-ML$ enters the limit formula.
